# On a connected network of exciton levels, detailed balance makes the stationary populations Boltzmann and symmetric rates make them uniform

Let two exciton levels whose energies differ by Δ > 0 exchange population through phonons with occupation n = 1/(exp(βΔ) − 1) at inverse temperature β: with downward rate n + 1 and upward rate n, in units of a common coupling rate, the stationary ratio of upper to lower population is n/(n + 1) = exp(−βΔ). Without the 1, which is spontaneous emission, both rates equal n and the two levels end up equally populated.

```lean
import Mathlib

open Finset

namespace ExcitonThermalization

noncomputable section

variable {ι : Type*}

/-- Transition rates `k i j` from level `j` to level `i` form a connected network: they are
nonnegative between different levels, and every level is reached from every other one by a chain
of transitions with positive rates. -/
def IsConnectedNetwork (k : ι → ι → ℝ) : Prop :=
  (∀ i j, i ≠ j → 0 ≤ k i j) ∧ ∀ i j, Relation.ReflTransGen (fun a b => 0 < k b a) i j

/-- One-phonon rate from level `j` to level `i`, for `β > 0` and `E i ≠ E j`: the Bose-Einstein
occupation at the energy difference, plus a spontaneous part `σ` if the transition is downward. -/
def phononRate (σ β : ℝ) (E : ι → ℝ) (i j : ι) : ℝ :=
  1 / (Real.exp (β * |E i - E j|) - 1) + if E i < E j then σ else 0

/-- Rates that are positive between any two different levels form a connected network. -/
theorem connected_of_pos {k : ι → ι → ℝ} (hk : ∀ i j, i ≠ j → 0 < k i j) :
    IsConnectedNetwork k := by
  refine ⟨fun i j h => (hk i j h).le, fun i j => ?_⟩
  by_cases h : i = j
  · subst h
    exact Relation.ReflTransGen.refl
  · exact Relation.ReflTransGen.single (hk j i (Ne.symm h))

/-- For nondegenerate levels and `β > 0`, the one-phonon rates with spontaneous emission (`σ = 1`)
form a connected network with detailed balance; without it (`σ = 0`) they form a connected network
with symmetric rates. -/
theorem phononRate_witness {β : ℝ} (hβ : 0 < β) {E : ι → ℝ} (hE : Function.Injective E) :
    (IsConnectedNetwork (phononRate 1 β E) ∧
      ∀ i j, phononRate 1 β E i j * Real.exp (-β * E j)
        = phononRate 1 β E j i * Real.exp (-β * E i)) ∧
    (IsConnectedNetwork (phononRate 0 β E) ∧
      ∀ i j, phononRate 0 β E i j = phononRate 0 β E j i) := by
  have hpos : ∀ σ : ℝ, 0 ≤ σ → ∀ i j, i ≠ j → 0 < phononRate σ β E i j := by
    intro σ hσ i j hij
    have h1 : 0 < 1 / (Real.exp (β * |E i - E j|) - 1) :=
      one_div_pos.2 (sub_pos.2 (Real.one_lt_exp_iff.2
        (mul_pos hβ (abs_pos.2 (sub_ne_zero.2 (hE.ne hij))))))
    unfold phononRate
    split_ifs <;> linarith
  -- emission `n + 1` against absorption `n` for a pair with `E i < E j`
  have db : ∀ i j, E i < E j → phononRate 1 β E i j * Real.exp (-β * E j)
      = phononRate 1 β E j i * Real.exp (-β * E i) := by
    intro i j h
    have hx : Real.exp (-β * E i) = Real.exp (β * (E j - E i)) * Real.exp (-β * E j) := by
      rw [← Real.exp_add]
      congr 1
      ring
    have h1 : 1 < Real.exp (β * (E j - E i)) :=
      Real.one_lt_exp_iff.2 (mul_pos hβ (sub_pos.2 h))
    have hu : 1 / (Real.exp (β * (E j - E i)) - 1) * (Real.exp (β * (E j - E i)) - 1) = 1 :=
      one_div_mul_cancel (sub_pos.2 h1).ne'
    simp only [phononRate, abs_of_neg (sub_neg.2 h), abs_of_pos (sub_pos.2 h), if_pos h,
      if_neg (lt_asymm h), neg_sub]
    rw [hx]
    linear_combination (-Real.exp (-β * E j)) * hu
  refine ⟨⟨connected_of_pos (hpos 1 zero_le_one), fun i j => ?_⟩,
    ⟨connected_of_pos (hpos 0 le_rfl), fun i j => ?_⟩⟩
  · rcases lt_trichotomy (E i) (E j) with h | h | h
    · exact db i j h
    · obtain rfl := hE h
      rfl
    · exact (db j i h).symm
  · simp only [phononRate, abs_sub_comm (E i) (E j), ite_self]

variable [Fintype ι]

/-- Right-hand side of the master equation: gain minus loss of population in level `i`. -/
def netFlow (k : ι → ι → ℝ) (p : ι → ℝ) (i : ι) : ℝ :=
  ∑ j, (k i j * p j - k j i * p i)

/-- A stationary distribution: nonnegative populations with sum one and no net flow. -/
def IsStationaryDistribution (k : ι → ι → ℝ) (p : ι → ℝ) : Prop :=
  (∀ i, 0 ≤ p i) ∧ ∑ i, p i = 1 ∧ ∀ i, netFlow k p i = 0

/-- The Boltzmann distribution of the levels `E` at inverse temperature `β`. -/
def boltzmann (β : ℝ) (E : ι → ℝ) : ι → ℝ :=
  fun i => Real.exp (-β * E i) / (∑ j, Real.exp (-β * E j))

/-- The mean exciton energy for populations `p`. -/
def meanEnergy (E p : ι → ℝ) : ℝ := ∑ i, E i * p i

/-- On a connected network in detailed balance with positive weights `w`, populations without net
flow are proportional to `w`. -/
theorem stationary_proportional [Nonempty ι] {k : ι → ι → ℝ} {w x : ι → ℝ}
    (hk : IsConnectedNetwork k) (hw : ∀ i, 0 < w i)
    (hdb : ∀ i j, k i j * w j = k j i * w i) (hx : ∀ i, netFlow k x i = 0) :
    ∃ c, ∀ i, x i = c * w i := by
  -- start from the level that is most overpopulated relative to `w`
  obtain ⟨m, hm⟩ := Finite.exists_max (fun i => x i / w i)
  refine ⟨x m / w m, fun i => ?_⟩
  have key : x i / w i = x m / w m := by
    have path := hk.2 m i
    induction path with
    | refl => rfl
    | @tail a b _ hab ih =>
      have hterm : ∀ j, k a j * x j - k j a * x a
          = k j a * w a * (x j / w j - x a / w a) := by
        intro j
        have e1 : x j = x j / w j * w j := (div_mul_cancel₀ _ (hw j).ne').symm
        have e2 : x a = x a / w a * w a := (div_mul_cancel₀ _ (hw a).ne').symm
        linear_combination k a j * e1 - k j a * e2 + x j / w j * hdb a j
      have hle : ∀ j, k a j * x j - k j a * x a ≤ 0 := by
        intro j
        rw [hterm]
        by_cases h : j = a
        · simp [h]
        · have hj : x j / w j ≤ x m / w m := hm j
          exact mul_nonpos_of_nonneg_of_nonpos (mul_nonneg (hk.1 j a h) (hw a).le)
            (by linarith)
      -- nonpositive flows that sum to zero all vanish
      have h0 : ∑ j, (k a j * x j - k j a * x a) = 0 := hx a
      have hb := (Finset.sum_eq_zero_iff_of_nonpos (fun j _ => hle j)).1 h0 b (mem_univ b)
      rw [hterm] at hb
      have hr := (mul_eq_zero.1 hb).resolve_left (mul_pos hab (hw a)).ne'
      linarith
  rw [← key, div_mul_cancel₀ _ (hw i).ne']

/-- On a connected network in detailed balance with positive weights `w`, the normalized weights
are the one and only stationary distribution. -/
theorem stationary_iff_weights [Nonempty ι] {k : ι → ι → ℝ} {w p : ι → ℝ}
    (hk : IsConnectedNetwork k) (hw : ∀ i, 0 < w i)
    (hdb : ∀ i j, k i j * w j = k j i * w i) :
    IsStationaryDistribution k p ↔ p = fun i => w i / (∑ j, w j) := by
  have hZ : 0 < ∑ j, w j := Finset.sum_pos (fun j _ => hw j) univ_nonempty
  constructor
  · rintro ⟨_, hsum, hflow⟩
    obtain ⟨c, hc⟩ := stationary_proportional hk hw hdb hflow
    have h1 : c * ∑ j, w j = 1 := by
      rw [Finset.mul_sum, ← hsum]
      exact Finset.sum_congr rfl fun i _ => (hc i).symm
    funext i
    rw [eq_div_iff hZ.ne', hc i]
    linear_combination w i * h1
  · rintro rfl
    refine ⟨fun i => div_nonneg (hw i).le hZ.le, ?_, fun i => Finset.sum_eq_zero fun j _ => ?_⟩
    · rw [← Finset.sum_div, div_self hZ.ne']
    · change k i j * (w j / (∑ l, w l)) - k j i * (w i / (∑ l, w l)) = 0
      linear_combination hdb i j / (∑ l, w l)

/-- On a connected network with detailed balance at inverse temperature `β`, the Boltzmann
distribution is the one and only stationary distribution. -/
theorem stationary_iff_boltzmann [Nonempty ι] {k : ι → ι → ℝ} {β : ℝ} {E p : ι → ℝ}
    (hk : IsConnectedNetwork k)
    (hdb : ∀ i j, k i j * Real.exp (-β * E j) = k j i * Real.exp (-β * E i)) :
    IsStationaryDistribution k p ↔ p = boltzmann β E :=
  stationary_iff_weights (w := fun i => Real.exp (-β * E i)) hk (fun _ => Real.exp_pos _) hdb

/-- On a connected network with symmetric rates, the uniform distribution is the one and only
stationary distribution. -/
theorem stationary_iff_uniform [Nonempty ι] {k : ι → ι → ℝ} {p : ι → ℝ}
    (hk : IsConnectedNetwork k) (hsym : ∀ i j, k i j = k j i) :
    IsStationaryDistribution k p ↔ p = fun _ => 1 / (Fintype.card ι : ℝ) := by
  have h := stationary_iff_weights (w := fun _ => (1 : ℝ)) (p := p) hk
    (fun _ => one_pos) (fun i j => by rw [hsym i j])
  simpa using h

/-- The mean energy of the uniform distribution minus that of normalized populations `p` is the sum
over ordered pairs of levels of energy difference times opposite population difference, divided by
twice the number of levels. -/
theorem energy_excess [Nonempty ι] (E : ι → ℝ) {p : ι → ℝ} (hp : ∑ i, p i = 1) :
    meanEnergy E (fun _ => 1 / (Fintype.card ι : ℝ)) - meanEnergy E p
      = (∑ i, ∑ j, (E i - E j) * (p j - p i)) / (2 * (Fintype.card ι : ℝ)) := by
  have hn : (Fintype.card ι : ℝ) ≠ 0 := Nat.cast_ne_zero.2 Fintype.card_ne_zero
  have hD : ∑ i, ∑ j, (E i - E j) * (p j - p i)
      = 2 * ((∑ i, E i) * (∑ i, p i) - (Fintype.card ι : ℝ) * ∑ i, E i * p i) := by
    -- first the sum over partners `j` of a fixed level `i`
    have hin : ∀ i, ∑ j, (E i - E j) * (p j - p i)
        = E i * (∑ j, p j) - (Fintype.card ι : ℝ) * (E i * p i) - (∑ j, E j * p j)
          + (∑ j, E j) * p i := by
      intro i
      simp only [sub_mul, mul_sub, Finset.sum_sub_distrib, ← Finset.mul_sum, ← Finset.sum_mul,
        Finset.sum_const, Finset.card_univ, nsmul_eq_mul]
      ring
    simp only [hin, Finset.sum_add_distrib, Finset.sum_sub_distrib, ← Finset.mul_sum,
      ← Finset.sum_mul, Finset.sum_const, Finset.card_univ, nsmul_eq_mul]
    ring
  have hU : ∑ i, E i * (1 / (Fintype.card ι : ℝ)) = (∑ i, E i) * (1 / (Fintype.card ι : ℝ)) :=
    (Finset.sum_mul _ _ _).symm
  change (∑ i, E i * (1 / (Fintype.card ι : ℝ))) - ∑ i, E i * p i = _
  rw [hD, hp, hU, eq_div_iff (mul_ne_zero two_ne_zero hn)]
  linear_combination 2 * (∑ i, E i) * one_div_mul_cancel hn

/-- For `β > 0` the Boltzmann mean energy lies strictly below the uniform one exactly when two
levels have different energies. -/
theorem boltzmann_energy_lt_iff [Nonempty ι] {β : ℝ} (hβ : 0 < β) (E : ι → ℝ) :
    meanEnergy E (boltzmann β E) < meanEnergy E (fun _ => 1 / (Fintype.card ι : ℝ))
      ↔ ∃ i j, E i ≠ E j := by
  have hZ : 0 < ∑ j, Real.exp (-β * E j) :=
    Finset.sum_pos (fun j _ => Real.exp_pos _) univ_nonempty
  have hsum : ∑ i, boltzmann β E i = 1 := by
    simp only [boltzmann]
    rw [← Finset.sum_div, div_self hZ.ne']
  -- higher levels are less populated
  have anti : ∀ i j, E i < E j → boltzmann β E j < boltzmann β E i := by
    intro i j h
    have h1 : Real.exp (-β * E j) < Real.exp (-β * E i) :=
      Real.exp_lt_exp.2 (by nlinarith [mul_pos hβ (sub_pos.2 h)])
    exact div_lt_div_of_pos_right h1 hZ
  have hpos : ∀ i j, E i ≠ E j →
      0 < (E i - E j) * (boltzmann β E j - boltzmann β E i) := by
    intro i j h
    rcases lt_or_gt_of_ne h with h | h
    · exact mul_pos_of_neg_of_neg (sub_neg.2 h) (sub_neg.2 (anti i j h))
    · exact mul_pos (sub_pos.2 h) (sub_pos.2 (anti j i h))
  have hnn : ∀ i j, 0 ≤ (E i - E j) * (boltzmann β E j - boltzmann β E i) := by
    intro i j
    by_cases h : E i = E j
    · simp [h]
    · exact (hpos i j h).le
  rw [← sub_pos, energy_excess E hsum]
  constructor
  · intro h
    by_contra hcon
    have heq : ∀ i j, E i = E j := fun i j => by_contra fun hij => hcon ⟨i, j, hij⟩
    have h0 : ∑ i, ∑ j, (E i - E j) * (boltzmann β E j - boltzmann β E i) = 0 :=
      Finset.sum_eq_zero fun i _ => Finset.sum_eq_zero fun j _ => by
        rw [heq i j, sub_self, zero_mul]
    rw [h0, zero_div] at h
    exact lt_irrefl _ h
  · rintro ⟨a, b, hab⟩
    have hn : (0 : ℝ) < Fintype.card ι := Nat.cast_pos.2 Fintype.card_pos
    exact div_pos (Finset.sum_pos' (fun i _ => Finset.sum_nonneg fun j _ => hnn i j)
      ⟨a, mem_univ a, Finset.sum_pos' (fun j _ => hnn a j) ⟨b, mem_univ b, hpos a b hab⟩⟩)
      (mul_pos two_pos hn)

/-- Let `k` obey detailed balance at `β > 0` and let `s` be symmetric, both on connected networks.
The stationary mean energy under `s` is strictly higher than under `k` exactly when two levels have
different energies. -/
theorem classical_phonons_overheat [Nonempty ι] {k s : ι → ι → ℝ} {β : ℝ} {E p q : ι → ℝ}
    (hβ : 0 < β) (hk : IsConnectedNetwork k)
    (hdb : ∀ i j, k i j * Real.exp (-β * E j) = k j i * Real.exp (-β * E i))
    (hs : IsConnectedNetwork s) (hsym : ∀ i j, s i j = s j i)
    (hp : IsStationaryDistribution k p) (hq : IsStationaryDistribution s q) :
    meanEnergy E p < meanEnergy E q ↔ ∃ i j, E i ≠ E j := by
  rw [(stationary_iff_boltzmann hk hdb).1 hp, (stationary_iff_uniform hs hsym).1 hq]
  exact boltzmann_energy_lt_iff hβ E

end

end ExcitonThermalization
```

```lean
#print axioms ExcitonThermalization.stationary_iff_uniform
#print axioms ExcitonThermalization.classical_phonons_overheat
```

```
'ExcitonThermalization.stationary_iff_uniform' depends on axioms: [propext, Classical.choice, Quot.sound]
'ExcitonThermalization.classical_phonons_overheat' depends on axioms: [propext, Classical.choice, Quot.sound]
```

## Rates, populations and temperature

The finite type `ι` labels the levels, with energies Eᵢ and populations pᵢ. The rate kᵢⱼ, `k i j` in Lean, leads from j to i. `netFlow` is gain minus loss, and the diagonal rates cancel in it. `IsStationaryDistribution` asks for nonnegative populations with sum one and zero net flow into every level.

`IsConnectedNetwork` requires nonnegative rates between different levels and a chain of positive-rate transitions from each level to every other. Some transitions may thus have rate zero; by `connected_of_pos`, rates that are all positive also qualify.

The detailed-balance hypothesis stands for a phonon bath in equilibrium at β:

kᵢⱼ exp(−βEⱼ) = kⱼᵢ exp(−βEᵢ).

On a connected network that satisfies it, `stationary_iff_boltzmann` says that a distribution is stationary exactly when it is the Boltzmann one. On a connected network with symmetric rates, `stationary_iff_uniform` gives 1/N on each of the N levels. `classical_phonons_overheat` compares two such networks for β > 0: the symmetric one has strictly higher mean energy exactly when some two levels differ in energy.

`phononRate` supplies examples of both kinds for nondegenerate levels, with coupling strength set to one and `σ` switching spontaneous emission on or off. For Eᵢ < Eⱼ, put Δ = Eⱼ − Eᵢ. Then n + 1 = n exp(βΔ), so

(n + 1) exp(−βEⱼ) = n exp(−βEᵢ),

which is detailed balance. `phononRate_witness` proves this and the symmetry at `σ = 0`.

## The most overpopulated level

Both stationary results follow from `stationary_iff_weights`, for positive weights wᵢ with kᵢⱼwⱼ = kⱼᵢwᵢ. Write rᵢ = pᵢ/wᵢ. Each term of the net flow into i becomes

kᵢⱼpⱼ − kⱼᵢpᵢ = kⱼᵢwᵢ(rⱼ − rᵢ).

Choose m with the largest ratio. At i = m every term is at most zero, yet the terms sum to zero, so each vanishes. Hence rⱼ = rₘ wherever kⱼₘ > 0. Such a level j is itself maximal, and the argument repeats along the chain until it has reached every level. Therefore pᵢ = c wᵢ with one constant c, and normalization gives c = 1/∑ⱼwⱼ. Conversely, for these populations every term is zero.

In `stationary_proportional`, `Finite.exists_max` picks m and the induction on `path` walks the chain. There `hterm` is the displayed identity, `hle` its sign, and `Finset.sum_eq_zero_iff_of_nonpos` makes each term vanish. Setting wᵢ = exp(−βEᵢ) or wᵢ = 1 gives the two cases.

## The energy excess, pair by pair

For any p with sum one, expanding the product gives

∑ᵢ∑ⱼ (Eᵢ − Eⱼ)(pⱼ − pᵢ) = 2∑ᵢEᵢ − 2N∑ᵢEᵢpᵢ.

Divided by 2N, the right side is the uniform mean energy minus that of p; this is `energy_excess`. For Boltzmann populations with β > 0, the higher of two levels is less populated, so a pair contributes a positive amount if its energies differ and zero otherwise. `boltzmann_energy_lt_iff` proves the order of the populations as `anti` and the signs as `hpos` and `hnn`, then adds up the terms. The final theorem inserts the two stationary distributions.

## Reach and limits

A simulation that drives excitons by prescribed classical lattice vibrations, and reduces to symmetric rates on a finite connected network, therefore has a stationary state that is too hot unless all levels coincide. Two things are left to physics: that reduction, and the assumption behind the comparison that the real excitons follow a rate equation for their populations alone, with detailed balance at the lattice temperature and no recombination.

Nonnegative rates with detailed balance are not enough for uniqueness. In a system of just two levels with all rates zero, detailed balance and symmetry both hold, but every distribution is stationary.

The theorems identify the stationary distribution only. That solutions of dpᵢ/dt = `netFlow k p i` relax to it from a given initial distribution is a further statement, which is not proved here.
